# Reversing the Bloch vector of a spin-1/2 keeps its density matrix positive semidefinite

The theorem `spin_inversion_positive` says that if a 2×2 complex matrix M is positive semidefinite, then so is (tr M)·1 − M, which is what `depol (-1) M` works out to. For a density matrix of a single spin-1/2, where the trace is one, this is 1 − M, the state with its Bloch vector reversed; the theorem itself does not fix the trace. The attempt writes the map as a transposition followed by conjugation with `σy`, and then uses the fact that both steps preserve positivity. The identity between the two forms is checked entry by entry, and it is this check that fails.

This version doesn't compile in Lean 4 with Mathlib:

```lean
import Mathlib

open Matrix
open scoped ComplexOrder

namespace DepolarisingRange

noncomputable section

/-- The Pauli matrix for the x component of the spin. -/
def σx : Matrix (Fin 2) (Fin 2) ℂ := !![0, 1; 1, 0]

/-- The Pauli matrix for the y component of the spin. -/
def σy : Matrix (Fin 2) (Fin 2) ℂ := !![0, -Complex.I; Complex.I, 0]

/-- The Pauli matrix for the z component of the spin. -/
def σz : Matrix (Fin 2) (Fin 2) ℂ := !![1, 0; 0, -1]

/-- The depolarising map `M ↦ c M + (1 - c) (tr M / 2) 1`. -/
def depol (c : ℝ) (M : Matrix (Fin 2) (Fin 2) ℂ) : Matrix (Fin 2) (Fin 2) ℂ :=
  (c : ℂ) • M + ((1 - (c : ℂ)) * (M.trace / 2)) • (1 : Matrix (Fin 2) (Fin 2) ℂ)

/-- The three Pauli matrices are Hermitian. -/
lemma pauli_hermitian : σxᴴ = σx ∧ σyᴴ = σy ∧ σzᴴ = σz := by
  refine ⟨?_, ?_, ?_⟩ <;> ext i j <;> fin_cases i <;> fin_cases j <;>
    simp [σx, σy, σz, Matrix.conjTranspose_apply]

/-- Spin inversion sends positive semidefinite matrices to positive semidefinite matrices. -/
theorem spin_inversion_positive {M : Matrix (Fin 2) (Fin 2) ℂ} (hM : M.PosSemidef) :
    (depol (-1) M).PosSemidef := by
  -- spin inversion is transposition followed by conjugation with σy
  have e : depol (-1) M = σy * Mᵀ * σyᴴ := by
    rw [pauli_hermitian.2.1]
    ext i j
    fin_cases i <;> fin_cases j <;>
      simp [depol, σy, Matrix.mul_apply, Fin.sum_univ_two, Matrix.trace_fin_two] <;>
      ring_nf <;> (try simp only [Complex.I_sq]) <;> ring
  rw [e]
  exact hM.transpose.mul_mul_conjTranspose_same σy

end

end DepolarisingRange
```

The compiler's answer:

```
Main.lean:37:53: error: `ring_nf` made no progress on the goal
Main.lean:37:53: error: `ring_nf` made no progress on the goal
Main.lean:37:53: error: `ring_nf` made no progress on the goal
Main.lean:37:53: error: `ring_nf` made no progress on the goal
```

Cause. The messages name `ring_nf`, but their position is that of the final `ring`, which falls back on `ring_nf` when it can't close a goal. So all four entries of the identity were left unproved, in a form `ring_nf` could not change.

The messages don't print those goals, but the code points to the order of unfolding. The first `simp` unfolds `σy` while the right-hand side is still a product of matrices. Simp lemmas for explicit matrices, such as `Matrix.cons_mul`, can then rewrite the product row by row before `Matrix.mul_apply` expands it into sums. That leaves products of `M` with a vector, which `ring` treats as unknowns unrelated to the entries of `M`.

The repair expands the entries first, using `simp only` with `σy` still folded, so both sides are written in entries of `M` and `σy`. Only then does it split into cases and put in the values of `σy`. The added `try`s let a step pass when it has nothing to do, and can't prove an entry themselves.

This version goes through:

```diff
@@ -33,7 +33,8 @@
     rw [pauli_hermitian.2.1]
     ext i j
-    fin_cases i <;> fin_cases j <;>
-      simp [depol, σy, Matrix.mul_apply, Fin.sum_univ_two, Matrix.trace_fin_two] <;>
-      ring_nf <;> (try simp only [Complex.I_sq]) <;> ring
+    simp only [depol, Matrix.add_apply, Matrix.smul_apply, Matrix.mul_apply,
+      Matrix.transpose_apply, Fin.sum_univ_two, Matrix.trace_fin_two]
+    fin_cases i <;> fin_cases j <;> simp [σy] <;>
+      (try ring_nf) <;> (try simp only [Complex.I_sq]) <;> (try ring)
   rw [e]
   exact hM.transpose.mul_mul_conjTranspose_same σy
```
